# The truncated relativistic kinetic energy of a Hermitian matrix for p² is the scalar series taken on its eigenvalues

In units where the particle's mass is 1, the relativistic kinetic energy c²(√(1 + p²/c²) − 1) can be expanded in powers of p²/c² and cut off after N terms. The declaration `truncKinetic_eq` takes a finite Hermitian matrix K in the place of p² and says that this truncated series, computed with matrix powers, equals U D U†, where the columns of U are orthonormal eigenvectors of K and D is diagonal and holds the truncated series evaluated at each eigenvalue. It is an identity at each fixed order N, with no claim about convergence; the intended domain is c ≠ 0. The attempt first proves, as `h`, that D is the corresponding sum of diagonal matrices of eigenvalue powers, then puts this sum into the goal and compares it with the matrix series term by term, using `matFun_pow` for each power of K.

This version doesn't compile in Lean 4 with Mathlib:

```lean
import Mathlib

open Matrix Finset
open scoped ComplexOrder

namespace TruncKineticEq

noncomputable section

variable {n : Type*} [Fintype n] [DecidableEq n] {K V A B : Matrix n n ℂ}

/-- The binomial coefficient `binom(1/2, j)`. -/
def binomHalf (j : ℕ) : ℝ := ∏ i ∈ range j, (1 / 2 - (i : ℝ)) / (i + 1)

/-- The kinetic energy expanded to order `N` in `K / c²`, for a number or a matrix `K`
standing for `p²`; the domain is `c ≠ 0`. -/
def truncKinetic {R : Type*} [Ring R] [Algebra ℝ R] (c : ℝ) (N : ℕ) (K : R) : R :=
  c ^ 2 • ∑ j ∈ range N, binomHalf (j + 1) • ((c ^ 2)⁻¹ • K) ^ (j + 1)

/-- The unitary matrix whose columns are eigenvectors of a Hermitian matrix. -/
def modes (hK : K.IsHermitian) : Matrix n n ℂ := hK.eigenvectorUnitary

/-- The function `f` of a Hermitian matrix, acting as `f k` on eigenvectors of eigenvalue `k`. -/
def matFun (hK : K.IsHermitian) (f : ℝ → ℝ) : Matrix n n ℂ :=
  modes hK * diagonal (fun i => (f (hK.eigenvalues i) : ℂ)) * (modes hK)ᴴ

/-- Matrix powers of a Hermitian matrix are the powers taken on its eigenvalues. -/
theorem matFun_pow (hK : K.IsHermitian) (j : ℕ) : K ^ j = matFun hK (fun k => k ^ j) := by
  have hU : modes hK * (modes hK)ᴴ = 1 :=
    Matrix.mem_unitaryGroup_iff.1 hK.eigenvectorUnitary.2
  have hKU : K * modes hK = modes hK * diagonal (fun i => (hK.eigenvalues i : ℂ)) := by
    ext a b
    have := congrFun (hK.mulVec_eigenvectorBasis b) a
    rw [Matrix.mul_diagonal]
    simpa [modes, Matrix.mul_apply, Matrix.mulVec, dotProduct,
      Matrix.IsHermitian.eigenvectorUnitary_apply, mul_comm] using this
  have hs : SemiconjBy (modes hK) (diagonal fun i => (hK.eigenvalues i : ℂ)) K := hKU.symm
  have hp := (hs.pow_right j).eq
  have hd : diagonal (fun i => ((hK.eigenvalues i ^ j : ℝ) : ℂ)) =
      diagonal (fun i => (hK.eigenvalues i : ℂ)) ^ j := by
    rw [Matrix.diagonal_pow]; congr 1; ext i; simp
  rw [matFun, hd, hp, Matrix.mul_assoc, hU, Matrix.mul_one]

/-- The truncated kinetic matrix acts on eigenvectors of `K` by the truncated scalar series. -/
theorem truncKinetic_eq (hK : K.IsHermitian) (c : ℝ) (N : ℕ) :
    truncKinetic c N K = matFun hK (truncKinetic c N) := by
  have h : diagonal (fun i => (truncKinetic c N (hK.eigenvalues i) : ℂ)) =
      c ^ 2 • ∑ j ∈ range N, binomHalf (j + 1) • (c ^ 2)⁻¹ ^ (j + 1) •
        diagonal (fun i => ((hK.eigenvalues i ^ (j + 1) : ℝ) : ℂ)) := by
    ext a b
    by_cases hab : a = b
    · subst hab
      simp [truncKinetic, Matrix.sum_apply, mul_pow]
    · simp [hab, Matrix.sum_apply]
  rw [matFun, h]
  simp only [truncKinetic, smul_pow, matFun_pow hK, matFun, Matrix.mul_smul, Matrix.smul_mul,
    Matrix.mul_sum, Matrix.sum_mul]

end

end TruncKineticEq
```

Messages:

```
Main.lean:55:14: error: Tactic `rewrite` failed: Did not find an occurrence of the pattern
  diagonal fun i => truncKinetic c N ↑(hK.eigenvalues i)
in the target expression
  truncKinetic c N K = (modes hK * diagonal fun i => ↑(truncKinetic c N (hK.eigenvalues i))) * (modes hK)ᴴ

n : Type u_1
inst✝¹ : Fintype n
inst✝ : DecidableEq n
K : Matrix n n ℂ
hK : K.IsHermitian
c : ℝ
N : ℕ
h :
  (diagonal fun i => truncKinetic c N ↑(hK.eigenvalues i)) =
    c ^ 2 • ∑ j ∈ range N, binomHalf (j + 1) • (c ^ 2)⁻¹ ^ (j + 1) • diagonal fun i => ↑(hK.eigenvalues i ^ (j + 1))
⊢ truncKinetic c N K = (modes hK * diagonal fun i => ↑(truncKinetic c N (hK.eigenvalues i))) * (modes hK)ᴴ
```

The mended proof, as a diff:

```diff
@@ -45,5 +45,5 @@
 theorem truncKinetic_eq (hK : K.IsHermitian) (c : ℝ) (N : ℕ) :
     truncKinetic c N K = matFun hK (truncKinetic c N) := by
-  have h : diagonal (fun i => (truncKinetic c N (hK.eigenvalues i) : ℂ)) =
+  have h : diagonal (fun i => ((truncKinetic c N (hK.eigenvalues i) : ℝ) : ℂ)) =
       c ^ 2 • ∑ j ∈ range N, binomHalf (j + 1) • (c ^ 2)⁻¹ ^ (j + 1) •
         diagonal (fun i => ((hK.eigenvalues i ^ (j + 1) : ℝ) : ℂ)) := by
```

The rewrite with `h` fails because the left side of `h` is not the diagonal matrix that stands in the goal. `truncKinetic` works over any real algebra, and in `(truncKinetic c N (hK.eigenvalues i) : ℂ)` the expected type ℂ made Lean choose the complex version. The eigenvalue was therefore cast to ℂ first and the series computed there, which the message shows as `truncKinetic c N ↑(hK.eigenvalues i)`. Unfolding `matFun` gives the other order, `↑(truncKinetic c N (hK.eigenvalues i))`, where the series is computed in ℝ and its value is then cast. The two are equal in value, but `rw` looks for the pattern as written and does not move a cast through `truncKinetic`.

The repair adds the inner ascription `: ℝ`, which fixes the series as real and leaves the cast to ℂ on the outside. The left side of `h` then matches the goal and the rewrite succeeds. The proof of `h` and the closing `simp only` are unchanged.
